# The radial density r^a exp(−2Zr) has a finite integral over r > 0 when a > −1 and Z > 0

The theorem concerns an unnormalised radial density r^a exp(−2Zr), with a and Z real. It states that for a > −1 and Z > 0 this function is integrable on (0,∞), so the total weight of the density is finite. The attempt takes a Mathlib lemma on the integrability of x^s exp(−b x^p) and sets p = 1, s = a and b = 2Z. It then shows that the lemma's function agrees with `shell a Z` at every r > 0.

Lean 4 with Mathlib refuses this proof:

```lean
import Mathlib

open MeasureTheory Set

namespace ShellIntegrable

noncomputable section

/-- The unnormalised radial density `r^a exp(-2Zr)`, used for `r > 0`. -/
def shell (a Z r : ℝ) : ℝ := r ^ a * Real.exp (-2 * Z * r)

/-- For `a > -1` and `Z > 0` the density `r^a exp(-2Zr)` is integrable on `(0,∞)`. -/
theorem shell_integrable {a Z : ℝ} (ha : -1 < a) (hZ : 0 < Z) :
    IntegrableOn (shell a Z) (Ioi 0) := by
  have h := integrableOn_rpow_mul_exp_neg_mul_rpow (p := 1) (s := a) (b := 2 * Z)
    ha le_rfl (by positivity)
  refine h.congr_fun (fun r _ => ?_) measurableSet_Ioi
  simp only [shell, Real.rpow_one]
  ring_nf

end

end ShellIntegrable
```

Compiling this gives:

```
Main.lean:16:7: error: Application type mismatch: The argument
  le_rfl
has type
  ?m.35 ≤ ?m.35
but is expected to have type
  0 < 1
in the application
  integrableOn_rpow_mul_exp_neg_mul_rpow ha le_rfl
```

The message says that the second explicit argument given to `integrableOn_rpow_mul_exp_neg_mul_rpow` has the wrong type. In that place the lemma wants a proof that the exponent `p` is positive, which for `p := 1` reads `0 < 1`. The attempt supplies `le_rfl`, which proves only that a quantity is less than or equal to itself. It would have served had the lemma asked for `1 ≤ p`, but here the inequality is strict and its two sides are different real numbers, so Lean cannot match the types.

The diff puts `one_pos` in place of `le_rfl`. This is a proof of `0 < 1`, exactly what the lemma asks for. Nothing else changes, and the steps that match the lemma's function to `shell a Z` stand as they were.

As a diff, the version that Lean accepts:

```diff
@@ -14,5 +14,5 @@
     IntegrableOn (shell a Z) (Ioi 0) := by
   have h := integrableOn_rpow_mul_exp_neg_mul_rpow (p := 1) (s := a) (b := 2 * Z)
-    ha le_rfl (by positivity)
+    ha one_pos (by positivity)
   refine h.congr_fun (fun r _ => ?_) measurableSet_Ioi
   simp only [shell, Real.rpow_one]
```
